# Normalisability of the squeezed vacuum of one boson mode

A Bogoliubov transformation of a single boson mode replaces the annihilation operator a by b = u a + v a†, with |u|² − |v|² = 1 so that b is again a boson operator. Expectation values in the state that b annihilates need a state of finite norm. The problems below drop the condition on u and v and determine for which coefficients, not both zero, there is such a state.

Let a and a† be the ladder operators of the mode, and let u and v be complex numbers. The transformed operator is

b = u a + v a†

A state is given by its amplitudes c_n in the number states n = 0, 1, 2, …, in Lean a function `c : ℕ → ℂ`. No norm condition is built in; normalisable means that ∑ |c_n|² converges, written `Summable (fun n => ‖c n‖ ^ 2)`.

```lean
import Mathlib

open scoped ComplexConjugate

namespace SqueezedVacuumNormalisability

noncomputable section
```

The matrix element between n and n+1 is √(n+1). It is called `ladder n`, so the index is that of the lower state.

```lean
/-- The matrix element `√(n+1)` of the ladder operators between the number states
`n` and `n+1`. -/
def ladder (n : ℕ) : ℝ := Real.sqrt ((n : ℝ) + 1)
```

The operators act on amplitudes by

(a c)_n = √(n+1) c_(n+1)

(a† c)_0 = 0,  (a† c)_(n+1) = √(n+1) c_n

They are `lower` and `raise`, and `bogoliubov u v` is b. The usual normalisation of u and v is not imposed.

```lean
/-- The annihilation operator `a` acting on a sequence of number-state amplitudes. -/
def lower (c : ℕ → ℂ) (n : ℕ) : ℂ := ladder n * c (n + 1)

/-- The creation operator `a†` acting on a sequence of number-state amplitudes. -/
def raise (c : ℕ → ℂ) : ℕ → ℂ
  | 0 => 0
  | n + 1 => ladder n * c n

/-- The Bogoliubov operator `u a + v a†` acting on a sequence of amplitudes. -/
def bogoliubov (u v : ℂ) (c : ℕ → ℂ) (n : ℕ) : ℂ := u * lower c n + v * raise c n
```

For u ≠ 0, define a particular sequence s, called `squeezedVacuum u v`, by s_0 = 1, s_1 = 0 and

s_(n+2) = −(v √(n+1)) / (u √(n+2)) · s_n

The comments in the code write c for this sequence too. Despite its name it need not be normalised, and it may have infinite norm.

```lean
/-- The amplitudes with `c₀ = 1`, `c₁ = 0` and
`u √(n+2) c_(n+2) = -v √(n+1) c_n`, for `u ≠ 0`. -/
def squeezedVacuum (u v : ℂ) : ℕ → ℂ
  | 0 => 1
  | 1 => 0
  | n + 2 => -(v * ladder n) / (u * ladder (n + 1)) * squeezedVacuum u v n
```

## (a) The squared matrix element

Show that the square of `ladder n` is

(√(n+1))² = n + 1

**Solution.** Since n + 1 ≥ 0, squaring undoes the root. `Real.sq_sqrt` says the same.

```lean
/-- The squared ladder matrix element between `n` and `n+1` is `n+1`. -/
theorem ladder_sq (n : ℕ) : ladder n ^ 2 = (n : ℝ) + 1 :=
  Real.sq_sqrt (by positivity)
```

## (b) The commutator of b with its adjoint

The formal adjoint of b is b† = v* a + u* a†, where the star denotes complex conjugation. Show that for every sequence c

((b b† − b† b) c)_n = (|u|² − |v|²) c_n

**Solution.** The terms with two equal ladder operators cancel, which leaves

b b† − b† b = (|u|² − |v|²)(a a† − a† a)

From the action on amplitudes, (a a† c)_n = (n+1) c_n and (a† a c)_n = n c_n. Their difference is c_n.

In Lean, b† is `bogoliubov (conj v) (conj u)`; that it is the adjoint for an inner product is not part of the statement. The proof separates n = 0 from n+1, because `raise` does, and `linear_combination` inserts the squares from (a).

```lean
/-- The commutator of `u a + v a†` with its formal adjoint is the number `|u|² - |v|²`. -/
theorem bogoliubov_commutator (u v : ℂ) (c : ℕ → ℂ) (n : ℕ) :
    bogoliubov u v (bogoliubov (conj v) (conj u) c) n
      - bogoliubov (conj v) (conj u) (bogoliubov u v c) n
      = ((‖u‖ ^ 2 - ‖v‖ ^ 2 : ℝ) : ℂ) * c n := by
  have hn (z : ℂ) : z * conj z = ((‖z‖ ^ 2 : ℝ) : ℂ) := by
    rw [Complex.mul_conj, Complex.normSq_eq_norm_sq]
  have hs (k : ℕ) : (ladder k : ℂ) ^ 2 = (k : ℂ) + 1 := by
    exact_mod_cast ladder_sq k
  rw [Complex.ofReal_sub, ← hn u, ← hn v]
  cases n with
  | zero =>
    have h0 := hs 0
    push_cast at h0
    simp only [bogoliubov, lower, raise]
    linear_combination (u * conj u - v * conj v) * c 0 * h0
  | succ n =>
    have h0 := hs n
    have h1 := hs (n + 1)
    push_cast at h1
    simp only [bogoliubov, lower, raise]
    linear_combination (u * conj u - v * conj v) * c (n + 1) * (h1 - h0)
```

## (c) Division by a matrix element

Show that, as a complex number,

√(n+1) ≠ 0

**Solution.** The root of a positive number is positive.

```lean
theorem ladder_ne_zero (n : ℕ) : (ladder n : ℂ) ≠ 0 :=
  Complex.ofReal_ne_zero.mpr (Real.sqrt_pos.mpr (by positivity)).ne'
```

## (d) The recursion without division

For u ≠ 0, show that

u √(n+2) s_(n+2) = −v √(n+1) s_n

**Solution.** Multiply the definition of s_(n+2) by u √(n+2), which is nonzero by (c). The Lean proof cancels the same factor with `mul_div_cancel₀`.

```lean
/-- For `u ≠ 0` the squeezed-vacuum amplitudes obey the two-quantum recursion
`u √(n+2) c_(n+2) = -v √(n+1) c_n`. -/
theorem squeezedVacuum_rec {u : ℂ} (hu : u ≠ 0) (v : ℂ) (n : ℕ) :
    u * ladder (n + 1) * squeezedVacuum u v (n + 2)
      = -(v * ladder n * squeezedVacuum u v n) := by
  have h1 : u * (ladder (n + 1) : ℂ) ≠ 0 := mul_ne_zero hu (ladder_ne_zero _)
  rw [squeezedVacuum, ← mul_assoc, mul_div_cancel₀ _ h1]
  ring
```

## (e) All sequences annihilated by b

For u ≠ 0, show that b c = 0 holds exactly when there is a complex number z with, for all n,

c_n = z s_n

**Solution.** The components of b c = 0 are

u c_1 = 0

u √(n+2) c_(n+2) + v √(n+1) c_n = 0

The first gives c_1 = 0. The second fixes c_(n+2) from c_n by the recursion in (d), so c_n = c_0 s_n for all n, and z = c_0. Conversely, a multiple of s satisfies both equations.

Since the recursion reaches back two places, the induction `key` carries the claim for n and n+1 together. `congrFun` extracts single components from b c = 0.

```lean
/-- For `u ≠ 0` the sequences annihilated by `u a + v a†` are exactly the multiples of the
squeezed-vacuum amplitudes. -/
theorem vacuum_iff_multiple {u : ℂ} (hu : u ≠ 0) (v : ℂ) (c : ℕ → ℂ) :
    bogoliubov u v c = 0 ↔ ∃ z : ℂ, ∀ n, c n = z * squeezedVacuum u v n := by
  constructor
  · intro hb
    have h0 : u * (ladder 0 * c 1) + v * 0 = 0 := congrFun hb 0
    have hc1 : c 1 = 0 := by
      have h : u * (ladder 0 * c 1) = 0 := by linear_combination h0
      exact (mul_eq_zero.mp ((mul_eq_zero.mp h).resolve_left hu)).resolve_left
        (ladder_ne_zero 0)
    -- two-step induction: the recursion fixes everything from the first two amplitudes
    have key : ∀ n, c n = c 0 * squeezedVacuum u v n ∧
        c (n + 1) = c 0 * squeezedVacuum u v (n + 1) := by
      intro n
      induction n with
      | zero => simp [squeezedVacuum, hc1]
      | succ n ih =>
        refine ⟨ih.2, ?_⟩
        show c (n + 2) = c 0 * squeezedVacuum u v (n + 2)
        have h : u * (ladder (n + 1) * c (n + 2)) + v * (ladder n * c n) = 0 :=
          congrFun hb (n + 1)
        apply mul_left_cancel₀ (mul_ne_zero hu (ladder_ne_zero (n + 1)))
        linear_combination h - c 0 * squeezedVacuum_rec hu v n - v * ladder n * ih.1
    exact ⟨c 0, fun n => (key n).1⟩
  · rintro ⟨z, hz⟩
    funext n
    cases n with
    | zero =>
      show u * (ladder 0 * c 1) + v * 0 = 0
      rw [hz 1]
      simp [squeezedVacuum]
    | succ n =>
      show u * (ladder (n + 1) * c (n + 2)) + v * (ladder n * c n) = 0
      rw [hz (n + 2), hz n]
      linear_combination z * squeezedVacuum_rec hu v n
```

## (f) Odd number states

Show that

s_(2n+1) = 0

**Solution.** s_1 = 0, and each later odd amplitude is a multiple of the one two places before. The induction in Lean is the same.

```lean
/-- The squeezed vacuum contains no odd number states. -/
theorem squeezedVacuum_odd (u v : ℂ) (n : ℕ) : squeezedVacuum u v (2 * n + 1) = 0 := by
  induction n with
  | zero => simp [squeezedVacuum]
  | succ n ih =>
    show squeezedVacuum u v (2 * n + 1 + 2) = 0
    rw [squeezedVacuum, ih, mul_zero]
```

## (g) The change of weight when two quanta are added

For u ≠ 0, show that

|u|² (n+2) |s_(n+2)|² = |v|² (n+1) |s_n|²

**Solution.** Take the squared modulus of both sides of (d). The sign disappears, and the squared roots become n+2 and n+1 by (a). In Lean, `congrArg` applies the squared norm to both sides.

```lean
/-- For `u ≠ 0`, adding two quanta changes the weight according to
`|u|² (n+2) |c_(n+2)|² = |v|² (n+1) |c_n|²`. -/
theorem weight_step {u : ℂ} (hu : u ≠ 0) (v : ℂ) (n : ℕ) :
    ‖u‖ ^ 2 * ((n : ℝ) + 2) * ‖squeezedVacuum u v (n + 2)‖ ^ 2
      = ‖v‖ ^ 2 * ((n : ℝ) + 1) * ‖squeezedVacuum u v n‖ ^ 2 := by
  have h := congrArg (fun z : ℂ => ‖z‖ ^ 2) (squeezedVacuum_rec hu v n)
  simp only [norm_neg, norm_mul, mul_pow, Complex.norm_real, Real.norm_eq_abs, sq_abs,
    ladder_sq] at h
  push_cast at h
  linear_combination h
```

## (h) Even weights in closed form

Write w_n = |s_(2n)|² and let C(2n,n) be the central binomial coefficient. For u ≠ 0, show that

(4|u|²)ⁿ w_n = C(2n,n) (|v|²)ⁿ

**Solution.** For n = 0 both sides are 1. At index 2n, (g) reads

|u|² (2n+2) w_(n+1) = |v|² (2n+1) w_n

Multiply by 2 (4|u|²)ⁿ and use the claim for n:

(n+1) (4|u|²)ⁿ⁺¹ w_(n+1) = 2(2n+1) C(2n,n) (|v|²)ⁿ⁺¹

Since (n+1) C(2n+2,n+1) = 2(2n+1) C(2n,n), division by n+1 gives the claim for n+1. The binomial identity is `Nat.succ_mul_centralBinom_succ`, and `linear_combination` adds the three equations with these factors.

```lean
/-- For `u ≠ 0` the weight of the number state `2n`, relative to that of the state `0`, is
the central binomial coefficient times `(|v|² / 4|u|²)ⁿ`, written without division. -/
theorem weight_even {u : ℂ} (hu : u ≠ 0) (v : ℂ) (n : ℕ) :
    (4 * ‖u‖ ^ 2) ^ n * ‖squeezedVacuum u v (2 * n)‖ ^ 2
      = (Nat.centralBinom n : ℝ) * (‖v‖ ^ 2) ^ n := by
  induction n with
  | zero => simp [squeezedVacuum]
  | succ n ih =>
    have hC : ((n : ℝ) + 1) * (Nat.centralBinom (n + 1) : ℝ)
        = 2 * (2 * (n : ℝ) + 1) * (Nat.centralBinom n : ℝ) := by
      exact_mod_cast Nat.succ_mul_centralBinom_succ n
    have h := weight_step hu v (2 * n)
    push_cast at h
    rw [show 2 * (n + 1) = 2 * n + 2 by ring]
    apply mul_left_cancel₀ (show (n : ℝ) + 1 ≠ 0 by positivity)
    linear_combination 2 * (4 * ‖u‖ ^ 2) ^ n * h
      + 2 * (2 * (n : ℝ) + 1) * ‖v‖ ^ 2 * ih - (‖v‖ ^ 2) ^ (n + 1) * hC
```

## (i) When s has finite norm

For u ≠ 0, show that ∑ |s_n|² converges if and only if

|v| < |u|

**Solution.** By (f), only the w_n contribute. By (g),

w_(n+1) = (|v|²/|u|²) · (2n+1)/(2n+2) · w_n

If |v| < |u|, the second fraction is below 1, so w_n ≤ (|v|²/|u|²)ⁿ, and the geometric series converges.

If |v| ≥ |u|, then w_(n+1) ≥ (2n+1)/(2n+2) · w_n. Suppose (n+1) w_n ≥ 1, which holds for n = 0. Then

(n+2) w_(n+1) ≥ (n+2)(2n+1) / (2(n+1)²) ≥ 1

because (n+2)(2n+1) = 2(n+1)² + n. Hence w_n ≥ 1/(n+1) for all n, and the sum diverges with the harmonic series, also at |v| = |u|.

The bounds are `up` and `low` in Lean. They use (g) directly and do not need the closed form in (h).

The device that removes the odd states is `Function.Injective.summable_iff`, used as `hinj.summable_iff`. For an injective map g and a function f that vanishes outside the range of g, it says that f is summable exactly when f ∘ g is. Here g sends n to 2n, `omega` proves injectivity, and `squeezedVacuum_odd` supplies the zeros. The equivalence is applied once, before the two directions separate, so both work with even states only.

```lean
/-- For `u ≠ 0` the squeezed-vacuum amplitudes are square summable exactly when
`|v| < |u|`. -/
theorem squeezedVacuum_summable_iff {u : ℂ} (hu : u ≠ 0) (v : ℂ) :
    Summable (fun n => ‖squeezedVacuum u v n‖ ^ 2) ↔ ‖v‖ < ‖u‖ := by
  have hU : 0 < ‖u‖ ^ 2 := pow_pos (norm_pos_iff.mpr hu) 2
  have hinj : Function.Injective (fun n : ℕ => 2 * n) := fun a b h => by
    have h' : 2 * a = 2 * b := h
    omega
  -- only the even number states contribute
  rw [← hinj.summable_iff (f := fun n => ‖squeezedVacuum u v n‖ ^ 2) (by
    intro m hm
    rcases Nat.even_or_odd' m with ⟨k, rfl | rfl⟩
    · exact absurd ⟨k, rfl⟩ hm
    · simp [squeezedVacuum_odd])]
  change Summable (fun n : ℕ => ‖squeezedVacuum u v (2 * n)‖ ^ 2) ↔ _
  have step (n : ℕ) := weight_step hu v (2 * n)
  push_cast at step
  constructor
  · intro hs
    by_contra hlt
    have hUV : ‖u‖ ^ 2 ≤ ‖v‖ ^ 2 := pow_le_pow_left₀ (norm_nonneg u) (not_lt.mp hlt) 2
    -- the weights dominate the harmonic series
    have low : ∀ n : ℕ, 1 ≤ ((n : ℝ) + 1) * ‖squeezedVacuum u v (2 * n)‖ ^ 2 := by
      intro n
      induction n with
      | zero => simp [squeezedVacuum]
      | succ n ih =>
        rw [show 2 * (n + 1) = 2 * n + 2 by ring]
        push_cast
        have hst := step n
        set P := ‖squeezedVacuum u v (2 * n)‖ ^ 2 with hP
        set Q := ‖squeezedVacuum u v (2 * n + 2)‖ ^ 2
        have hP0 : 0 ≤ (2 * (n : ℝ) + 1) * P := by positivity
        have h1 : (2 * (n : ℝ) + 1) * P ≤ (2 * (n : ℝ) + 2) * Q := by
          refine le_of_mul_le_mul_left ?_ hU
          linarith [mul_le_mul_of_nonneg_right hUV hP0]
        have h2 := mul_le_mul_of_nonneg_left h1
          (show 0 ≤ ((n : ℝ) + 2) * ((n : ℝ) + 1) by positivity)
        have h3 := mul_le_mul_of_nonneg_left ih
          (show 0 ≤ ((n : ℝ) + 2) * (2 * (n : ℝ) + 1) by positivity)
        refine le_of_mul_le_mul_left ?_ (show 0 < 2 * ((n : ℝ) + 1) ^ 2 by positivity)
        have hn : (0 : ℝ) ≤ n := Nat.cast_nonneg n
        linarith
    have hh : Summable (fun n : ℕ => 1 / ((n + 1 : ℕ) : ℝ)) := by
      refine Summable.of_nonneg_of_le (fun n => by positivity) (fun n => ?_) hs
      rw [div_le_iff₀ (by positivity)]
      push_cast
      linarith [low n]
    exact Real.not_summable_one_div_natCast
      ((summable_nat_add_iff (f := fun n : ℕ => 1 / (n : ℝ)) 1).mp hh)
  · intro hlt
    have hVU : ‖v‖ ^ 2 < ‖u‖ ^ 2 := by nlinarith [norm_nonneg v]
    -- the weights are dominated by a geometric series
    have up : ∀ n : ℕ, ‖squeezedVacuum u v (2 * n)‖ ^ 2 ≤ (‖v‖ ^ 2 / ‖u‖ ^ 2) ^ n := by
      intro n
      induction n with
      | zero => simp [squeezedVacuum]
      | succ n ih =>
        rw [show 2 * (n + 1) = 2 * n + 2 by ring]
        have hst := step n
        set P := ‖squeezedVacuum u v (2 * n)‖ ^ 2 with hP
        set Q := ‖squeezedVacuum u v (2 * n + 2)‖ ^ 2
        have hVP : 0 ≤ ‖v‖ ^ 2 * P := by positivity
        have h1 : Q * ‖u‖ ^ 2 ≤ ‖v‖ ^ 2 * P := by
          refine le_of_mul_le_mul_left ?_ (show 0 < 2 * (n : ℝ) + 2 by positivity)
          linarith
        calc Q ≤ ‖v‖ ^ 2 * P / ‖u‖ ^ 2 := (le_div_iff₀ hU).mpr h1
          _ = ‖v‖ ^ 2 / ‖u‖ ^ 2 * P := by ring
          _ ≤ ‖v‖ ^ 2 / ‖u‖ ^ 2 * (‖v‖ ^ 2 / ‖u‖ ^ 2) ^ n :=
            mul_le_mul_of_nonneg_left ih (by positivity)
          _ = (‖v‖ ^ 2 / ‖u‖ ^ 2) ^ (n + 1) := by ring
    exact Summable.of_nonneg_of_le (fun n => by positivity) up
      (summable_geometric_of_lt_one (by positivity) ((div_lt_one hU).mpr hVU))
```

When the sum converges, the binomial series gives its value as (1 − |v|²/|u|²)^(−1/2). The normalised amplitudes are therefore (1 − |v|²/|u|²)^(1/4) s_n, a step taken here by hand.

## (j) Existence of a normalisable vacuum

Let u and v be not both zero. Show that

(there is c ≠ 0 with b c = 0 and ∑ |c_n|² < ∞) ⇔ |v| < |u|

**Solution.** Let such a c be given. If u = 0, then v ≠ 0 and (b c)_(n+1) = v √(n+1) c_n = 0, so every c_n vanishes, a contradiction. If u ≠ 0, then c = z s by (e), with z ≠ 0. The norm sum of c is |z|² times that of s, so (i) gives |v| < |u|. Conversely, |v| < |u| forces u ≠ 0, and s itself is the required state: it is nonzero because s_0 = 1.

The Lean proof makes the same case distinction with `by_cases`, and `summable_mul_left_iff` removes the factor |z|². The hypothesis `huv` excludes b = 0, which annihilates every state.

```lean
/-- For `u`, `v` not both zero, the operator `u a + v a†` annihilates a nonzero normalisable
state if and only if `|v| < |u|`. -/
theorem normalisable_vacuum_iff {u v : ℂ} (huv : u ≠ 0 ∨ v ≠ 0) :
    (∃ c : ℕ → ℂ, c ≠ 0 ∧ bogoliubov u v c = 0 ∧ Summable (fun n => ‖c n‖ ^ 2))
      ↔ ‖v‖ < ‖u‖ := by
  constructor
  · rintro ⟨c, hc, hb, hs⟩
    by_cases hu : u = 0
    · -- a nonzero multiple of the creation operator annihilates only the zero sequence
      have hv : v ≠ 0 := huv.resolve_left (not_not.mpr hu)
      refine absurd (funext fun n => ?_) hc
      have h : u * (ladder (n + 1) * c (n + 2)) + v * (ladder n * c n) = 0 :=
        congrFun hb (n + 1)
      rw [hu, zero_mul, zero_add] at h
      exact (mul_eq_zero.mp ((mul_eq_zero.mp h).resolve_left hv)).resolve_left
        (ladder_ne_zero n)
    · obtain ⟨z, hz⟩ := (vacuum_iff_multiple hu v c).mp hb
      have hz0 : z ≠ 0 := by
        rintro rfl
        exact hc (funext fun n => by simp [hz n])
      have hz2 : ‖z‖ ^ 2 ≠ 0 := pow_ne_zero 2 (norm_ne_zero_iff.mpr hz0)
      simp only [hz, norm_mul, mul_pow] at hs
      exact (squeezedVacuum_summable_iff hu v).mp ((summable_mul_left_iff hz2).mp hs)
  · intro h
    have hu : u ≠ 0 := norm_pos_iff.mp (lt_of_le_of_lt (norm_nonneg v) h)
    refine ⟨squeezedVacuum u v, fun h0 => ?_,
      (vacuum_iff_multiple hu v _).mpr ⟨1, fun n => (one_mul _).symm⟩,
      (squeezedVacuum_summable_iff hu v).mpr h⟩
    have h1 := congrFun h0 0
    simp [squeezedVacuum] at h1

end

end SqueezedVacuumNormalisability
```

```lean
#print axioms SqueezedVacuumNormalisability.bogoliubov_commutator
#print axioms SqueezedVacuumNormalisability.weight_even
#print axioms SqueezedVacuumNormalisability.squeezedVacuum_summable_iff
#print axioms SqueezedVacuumNormalisability.normalisable_vacuum_iff
```

```
'SqueezedVacuumNormalisability.bogoliubov_commutator' depends on axioms: [propext, Classical.choice, Quot.sound]
'SqueezedVacuumNormalisability.weight_even' depends on axioms: [propext, Classical.choice, Quot.sound]
'SqueezedVacuumNormalisability.squeezedVacuum_summable_iff' depends on axioms: [propext, Classical.choice, Quot.sound]
'SqueezedVacuumNormalisability.normalisable_vacuum_iff' depends on axioms: [propext, Classical.choice, Quot.sound]
```

For a single mode with a quadratic Hamiltonian, the result tells whether a proposed quasiparticle operator has a vacuum in which expectation values can be taken. The common normalisation |u|² − |v|² = 1 meets the condition automatically. In a truncated number basis every nonzero vector can be normalised, so a finite norm at one cutoff does not show that the condition holds. For u ≠ 0, the norm of the truncated s stays bounded as the cutoff grows exactly when |v| < |u|.

The step left to the reader is from termwise action on sequences to unbounded operators with domains in Fock space.
